# Four inversion-invariant projectors that resolve the identity for three particles

For three particles numbered 0, 1, 2, let \((ij)\) exchange particles \(i\) and \(j\), and put \(S_{ij}=\tfrac12(1+(ij))\) and \(A_{ij}=\tfrac12(1-(ij))\). Let \(S_{012}\) be the average of all six permutations and \(A_{012}\) the average weighted by their signs. The four elements

\[
e_{\rm row}=S_{012},\quad e_{01}=\tfrac43S_{01}A_{02}S_{01},\quad e_{02}=\tfrac43A_{01}S_{02}A_{01},\quad e_{\rm col}=A_{012}
\]

are idempotent and mutually orthogonal, sum to 1, and are unchanged when every permutation is replaced by its inverse. The Young operator \(Y=\tfrac43S_{01}A_{02}\) is idempotent too, but inversion changes it. When permutations act unitarily, the four elements therefore become self-adjoint projectors. For the spin functions of three electrons, they separate the quartet from two doublets, in which spins 0 and 1 are coupled to a triplet or to a singlet.

## Permutations as algebra elements

The calculation takes place among formal rational combinations of the six permutations, multiplied by composition.

In Lean 4 with Mathlib:

```lean
import Mathlib

open Equiv

namespace HermitianYoungProjectors

noncomputable section

/-- The rational group algebra of the permutations of three particles, numbered 0, 1, 2. -/
abbrev QS3 := MonoidAlgebra ℚ (Perm (Fin 3))
```

A single permutation enters as a basis element, and the map `perm` respects products.

```lean
/-- A permutation regarded as an element of the group algebra. -/
abbrev perm : Perm (Fin 3) →* QS3 := MonoidAlgebra.of ℚ (Perm (Fin 3))
```

The exchange \((ij)\) is such an element.

```lean
/-- The exchange of particles `i` and `j`. -/
def exchange (i j : Fin 3) : QS3 := perm (swap i j)
```

The factors \(\tfrac12\) make the pair operators idempotent: \(S_{ij}^2=\tfrac14(2+2(ij))=S_{ij}\), and likewise for \(A_{ij}\).

```lean
/-- The normalized symmetrizer of two particles, `(1 + (ij))/2`. -/
def sym (i j : Fin 3) : QS3 := (1 / 2 : ℚ) • (1 + exchange i j)

/-- The normalized antisymmetrizer of two particles, `(1 - (ij))/2`. -/
def asym (i j : Fin 3) : QS3 := (1 / 2 : ℚ) • (1 - exchange i j)
```

The three-particle operators are defined as averages over the whole group.

```lean
/-- The symmetrizer of all three particles: the average of all permutations. -/
def symAll : QS3 := (1 / 6 : ℚ) • ∑ g : Perm (Fin 3), perm g

/-- The antisymmetrizer of all three particles: the average of all permutations with signs. -/
def asymAll : QS3 :=
  (1 / 6 : ℚ) • ∑ g : Perm (Fin 3), (((Perm.sign g : ℤˣ) : ℤ) : ℚ) • perm g
```

The labels are the standard tableaux. `hook01` has first row 0 1 and first column 0 2; `hook02` has them the other way round.

```lean
/-- The four standard Young tableaux with three boxes: one row, the two hooks with first row
`0 1` or `0 2`, and one column. -/
inductive Tableau
  | row
  | hook01
  | hook02
  | column
  deriving DecidableEq
```

Each label receives its projector. The first hook has a symmetrizer on the outside, the second an antisymmetrizer.

```lean
/-- The group algebra element, called its projector, assigned to each standard tableau. -/
def projector : Tableau → QS3
  | .row => symAll
  | .hook01 => (4 / 3 : ℚ) • (sym 0 1 * asym 0 2 * sym 0 1)
  | .hook02 => (4 / 3 : ℚ) • (asym 0 1 * sym 0 2 * asym 0 1)
  | .column => asymAll
```

Omitting the last factor of \(e_{01}\) leaves the Young operator \(Y\).

```lean
/-- The ordinary Young operator of the tableau with first row `0 1`. -/
def young : QS3 := (4 / 3 : ℚ) • (sym 0 1 * asym 0 2)
```

## Inversion reverses products

Let \(\iota\) be the linear map with \(\iota(g)=g^{-1}\). Since \((gh)^{-1}=h^{-1}g^{-1}\), inversion is a homomorphism into the algebra with reversed multiplication. Extending it linearly there and then returning to the original algebra gives \(\iota\).

```lean
/-- Inversion of permutations, as a homomorphism into the opposite algebra. -/
def invHom : Perm (Fin 3) →* QS3ᵐᵒᵖ where
  toFun g := MulOpposite.op (perm g⁻¹)
  map_one' := by simp only [inv_one, map_one, MulOpposite.op_one]
  map_mul' g h := by simp only [mul_inv_rev, map_mul, MulOpposite.op_mul]

/-- The linear extension of inversion of permutations to the group algebra. -/
def inversion : QS3 →ₗ[ℚ] QS3 where
  toFun x := MulOpposite.unop (MonoidAlgebra.lift _ _ _ invHom x)
  map_add' x y := by simp only [map_add, MulOpposite.unop_add]
  map_smul' r x := by simp only [map_smul, MulOpposite.unop_smul, RingHom.id_apply]
```

On a basis element it does what its name says.

```lean
/-- Inversion sends each permutation to its inverse. -/
theorem inversion_perm (g : Perm (Fin 3)) : inversion (perm g) = perm g⁻¹ :=
  congrArg MulOpposite.unop (MonoidAlgebra.lift_of invHom g)
```

On general elements, \(\iota(xy)=\iota(y)\iota(x)\).

```lean
/-- Inversion reverses the order of products. -/
theorem inversion_mul (x y : QS3) : inversion (x * y) = inversion y * inversion x := by
  simp only [inversion, LinearMap.coe_mk, AddHom.coe_mk, map_mul, MulOpposite.unop_mul]
```

Because \((g^{-1})^{-1}=g\), linearity gives \(\iota(\iota(x))=x\). The induction treats permutations, sums and scalar multiples in turn.

```lean
/-- Inversion applied twice is the identity. -/
theorem inversion_inversion (x : QS3) : inversion (inversion x) = x := by
  induction x using MonoidAlgebra.induction_on
  · rename_i g
    change inversion (inversion (perm g)) = perm g
    rw [inversion_perm, inversion_perm, inv_inv]
  · rename_i x y hx hy
    simp only [map_add, hx, hy]
  · rename_i r x hx
    simp only [map_smul, hx]
```

## Six words are enough

Write \(a=(01)\) and \(b=(02)\). Then

\[
a^2=b^2=1,\qquad bab=aba=(12).
\]

Every product of exchanges thus reduces to one of \(1,a,b,ab,ba,aba\); for example, \(abab=a(aba)=ba\). The statement also gives each rule with a further factor \(x\) on the right, so that it applies inside longer words.

```lean
/-- The exchanges (01) and (02) square to one and obey the braid relation, also in front of
any further factor. -/
theorem exchange_rules :
    exchange 0 1 * exchange 0 1 = 1 ∧ exchange 0 2 * exchange 0 2 = 1 ∧
    exchange 0 2 * (exchange 0 1 * exchange 0 2) =
      exchange 0 1 * (exchange 0 2 * exchange 0 1) ∧
    (∀ x, exchange 0 1 * (exchange 0 1 * x) = x) ∧
    (∀ x, exchange 0 2 * (exchange 0 2 * x) = x) ∧
    (∀ x, exchange 0 2 * (exchange 0 1 * (exchange 0 2 * x)) =
      exchange 0 1 * (exchange 0 2 * (exchange 0 1 * x))) := by
  have sq : ∀ i j, exchange i j * exchange i j = 1 := fun i j => by
    rw [exchange, ← map_mul, swap_mul_self, map_one]
  have g : swap (0 : Fin 3) 2 * (swap 0 1 * swap 0 2) = swap 0 1 * (swap 0 2 * swap 0 1) := by
    decide
  have braid : exchange 0 2 * (exchange 0 1 * exchange 0 2) =
      exchange 0 1 * (exchange 0 2 * exchange 0 1) := by
    simp only [exchange, ← map_mul, g]
  refine ⟨sq 0 1, sq 0 2, braid, fun x => ?_, fun x => ?_, fun x => ?_⟩
  · rw [← mul_assoc, sq, one_mul]
  · rw [← mul_assoc, sq, one_mul]
  · have h := congrArg (fun y => y * x) braid
    simpa only [mul_assoc] using h
```

With \(s=1+a\) and \(d=1-a\), the hooks are

\[
e_{01}=\tfrac16(2s-sbs),\qquad e_{02}=\tfrac16(2d+dbd),
\]

because \(s^2=2s\) and \(d^2=2d\). Multiplying out,

\[
sbs=b+ab+ba+aba,\qquad dbd=b-ab-ba+aba.
\]

The averages are

\[
e_{\rm row}=\tfrac16(1+a+b+ab+ba+aba),\qquad
e_{\rm col}=\tfrac16(1-a-b+ab+ba-aba).
\]

In the proof, `decide` confirms that the six words exhaust the group, and `module` compares coefficients.

```lean
/-- The four projectors written out in the six permutations, each a product of the exchanges
(01) and (02). -/
theorem projector_expand :
    projector .row = (1 / 6 : ℚ) • (1 + exchange 0 1 + exchange 0 2 + exchange 0 1 * exchange 0 2
      + exchange 0 2 * exchange 0 1 + exchange 0 1 * (exchange 0 2 * exchange 0 1)) ∧
    projector .hook01 = (1 / 3 : ℚ) • (1 + exchange 0 1) - (1 / 6 : ℚ) • (exchange 0 2
      + exchange 0 1 * (exchange 0 2 * exchange 0 1) + exchange 0 1 * exchange 0 2
      + exchange 0 2 * exchange 0 1) ∧
    projector .hook02 = (1 / 3 : ℚ) • (1 - exchange 0 1) + (1 / 6 : ℚ) • (exchange 0 2
      + exchange 0 1 * (exchange 0 2 * exchange 0 1) - exchange 0 1 * exchange 0 2
      - exchange 0 2 * exchange 0 1) ∧
    projector .column = (1 / 6 : ℚ) • (1 - exchange 0 1 - exchange 0 2
      + exchange 0 1 * exchange 0 2 + exchange 0 2 * exchange 0 1
      - exchange 0 1 * (exchange 0 2 * exchange 0 1)) := by
  have r1 := exchange_rules.1
  -- the six permutations as words in two exchanges
  have hu : (Finset.univ : Finset (Perm (Fin 3))) = {1, swap 0 1, swap 0 2,
      swap 0 1 * swap 0 2, swap 0 2 * swap 0 1, swap 0 1 * (swap 0 2 * swap 0 1)} := by decide
  have hs : ∀ f : Perm (Fin 3) → QS3, ∑ g, f g = f 1 + (f (swap 0 1) + (f (swap 0 2) +
      (f (swap 0 1 * swap 0 2) + (f (swap 0 2 * swap 0 1) +
      f (swap 0 1 * (swap 0 2 * swap 0 1)))))) := by
    intro f
    rw [hu, Finset.sum_insert, Finset.sum_insert, Finset.sum_insert, Finset.sum_insert,
      Finset.sum_insert, Finset.sum_singleton]
    all_goals decide
  have s1 : Perm.sign (swap (0 : Fin 3) 1) = -1 := Perm.sign_swap (by decide)
  have s2 : Perm.sign (swap (0 : Fin 3) 2) = -1 := Perm.sign_swap (by decide)
  refine ⟨?_, ?_, ?_, ?_⟩
  · simp only [projector, symAll, hs, map_mul, map_one, exchange]
    module
  · simp only [projector, sym, asym, smul_mul_assoc, mul_smul_comm, mul_add, add_mul, mul_sub,
      sub_mul, mul_one, one_mul, mul_assoc, r1]
    module
  · simp only [projector, sym, asym, smul_mul_assoc, mul_smul_comm, mul_add, add_mul, mul_sub,
      sub_mul, mul_one, one_mul, mul_assoc, r1]
    module
  · simp only [projector, asymAll, hs, map_mul, map_one, exchange, s1, s2, Units.val_mul,
      Units.val_neg, Units.val_one]
    push_cast
    module
```

## Products, sum and inverses

For the first hook, \(sa=as=s\) gives

\[
sbsbs=s(1+bab)s=s^2+s(aba)s=2s+sbs.
\]

Hence

\[
e_{01}^2=\tfrac1{36}(8s-8sbs+2sbsbs)=\tfrac1{36}(12s-6sbs)=e_{01}.
\]

For the second, \(da=ad=-d\) gives \(dbdbd=2d-dbd\), and

\[
e_{02}^2=\tfrac1{36}(8d+8dbd+2dbdbd)=\tfrac1{36}(12d+6dbd)=e_{02}.
\]

Multiplying \(S_{012}\) by a permutation on either side leaves it unchanged, while \(A_{012}\) acquires the sign of that permutation. Both are therefore idempotent. Their product vanishes because the signs average to zero. Each hook contains a symmetrizer, which \(A_{012}\) annihilates, and an antisymmetrizer, which \(S_{012}\) annihilates; the neighbouring factors are absorbed up to a scalar. The two hooks annihilate each other because \(S_{01}A_{01}=A_{01}S_{01}=0\).

In the sum, the coefficient of 1 is \(\tfrac16+\tfrac13+\tfrac13+\tfrac16=1\), and the coefficients of the other five words cancel. Finally, \(\iota\) fixes \(1,a,b,aba\) and interchanges \(ab\) with \(ba\), which have equal coefficients in every projector.

The theorem puts idempotence and orthogonality into one formula, \(e_se_t=e_s\) if \(s=t\) and 0 otherwise. Its proof runs through all sixteen products, reducing words with the exchange rules and comparing coefficients.

```lean
/-- The four projectors are idempotent and mutually orthogonal, they sum to one, and each is
fixed by inversion. -/
theorem projector_resolution :
    (∀ s t, projector s * projector t = if s = t then projector s else 0) ∧
    projector .row + projector .hook01 + projector .hook02 + projector .column = 1 ∧
    ∀ t, inversion (projector t) = projector t := by
  obtain ⟨r1, r2, r3, r4, r5, r6⟩ := exchange_rules
  obtain ⟨e1, e2, e3, e4⟩ := projector_expand
  have h1 : inversion 1 = 1 := by simpa only [map_one, inv_one] using inversion_perm 1
  have hx : ∀ i j, inversion (exchange i j) = exchange i j := fun i j => by
    rw [exchange, inversion_perm, swap_inv]
  refine ⟨fun s t => ?_, ?_, fun t => ?_⟩
  · -- multiply out and reduce every word to one of the six permutations
    cases s <;> cases t <;>
      simp only [reduceCtorEq, ↓reduceIte, e1, e2, e3, e4, smul_mul_assoc, mul_smul_comm,
        mul_add, add_mul, mul_sub, sub_mul, mul_one, one_mul, mul_assoc,
        r1, r2, r3, r4, r5, r6] <;>
      module
  · rw [e1, e2, e3, e4]
    module
  · -- inversion only interchanges the two cyclic permutations
    cases t <;>
      simp only [e1, e2, e3, e4, map_add, map_sub, map_smul, inversion_mul, h1, hx,
        mul_assoc] <;>
      module
```

## The Young operator is idempotent but not fixed

Here \(Y=\tfrac13st\) with \(t=1-b\), so \(Y=\tfrac13(1+a-b-ab)\). Using \(sts=2s-sbs\) and

\[
sbs\,t=(b+ab+ba+aba)(1-b)=b+ab-1-a=-st,
\]

we find \(stst=3st\), and hence \(Y^2=Y\). Inversion gives

\[
\iota(Y)=\tfrac13(1+a-b-ba).
\]

If this equalled \(Y\), then \(ab=ba\) would follow. The two products are the two different cyclic permutations, and distinct permutations remain distinct in the algebra.

```lean
/-- The ordinary Young operator is idempotent, but inversion does not fix it. -/
theorem young_idempotent_not_fixed : young * young = young ∧ inversion young ≠ young := by
  obtain ⟨r1, r2, r3, r4, -⟩ := exchange_rules
  have hy : young = (1 / 3 : ℚ) • (1 + exchange 0 1 - exchange 0 2
      - exchange 0 1 * exchange 0 2) := by
    simp only [young, sym, asym, smul_mul_assoc, mul_smul_comm, add_mul, mul_sub, mul_one,
      one_mul]
    module
  constructor
  · simp only [hy, smul_mul_assoc, mul_smul_comm, mul_add, add_mul, mul_sub, sub_mul, mul_one,
      one_mul, mul_assoc, r1, r2, r3, r4]
    module
  · intro h
    have h1 : inversion 1 = 1 := by simpa only [map_one, inv_one] using inversion_perm 1
    have hx : ∀ i j, inversion (exchange i j) = exchange i j := fun i j => by
      rw [exchange, inversion_perm, swap_inv]
    simp only [hy, map_add, map_sub, map_smul, inversion_mul, h1, hx] at h
    -- a fixed Young operator would make the two exchanges commute
    have hab : exchange 0 1 * exchange 0 2 = exchange 0 2 * exchange 0 1 := by
      linear_combination (norm := module) (3 : ℚ) • h
    simp only [exchange, ← map_mul] at hab
    have hne : swap (0 : Fin 3) 1 * swap 0 2 ≠ swap 0 2 * swap 0 1 := by decide
    exact hne (MonoidAlgebra.of_injective hab)
```

The operators \(Y\) and \(e_{01}\) are nevertheless closely related. Since \(e_{01}=YS_{01}\) and \(S_{01}Y=Y\),

\[
e_{01}Y=YS_{01}Y=Y^2=Y,\qquad Ye_{01}=Y^2S_{01}=e_{01}.
\]

Each is thus a right multiple of the other, so they generate the same right ideal. In any representation they have the same range, but the direction of projection can differ.

```lean
/-- Multiplying the Young operator from the left by the projector of the same tableau leaves it
unchanged, and the same holds with their roles exchanged. -/
theorem young_same_ideal :
    projector .hook01 * young = young ∧ young * projector .hook01 = projector .hook01 := by
  obtain ⟨r1, r2, r3, r4, r5, r6⟩ := exchange_rules
  constructor <;>
    simp only [projector, young, sym, asym, smul_mul_assoc, mul_smul_comm, mul_add, add_mul,
      mul_sub, sub_mul, mul_one, one_mul, mul_assoc, r1, r2, r3, r4, r5, r6] <;>
    module
```

## From inversion to the adjoint

Let \(\varphi\) represent the algebra by elements of a ring \(B\) with an adjoint, written `star` in the code; complex matrices with the conjugate transpose are the usual case. Assume \(\varphi(g)^\dagger\varphi(g)=1\) for every permutation, which says that relabelling particles preserves inner products. As \(\varphi(g)\) has the inverse \(\varphi(g^{-1})\), it follows that \(\varphi(g)^\dagger=\varphi(g^{-1})\). The coefficients are rational, so the adjoint leaves them alone, and linearity gives \(\varphi(x)^\dagger=\varphi(\iota(x))\).

```lean
/-- In a representation where every permutation acts as a unitary element, the adjoint of a
represented element represents its inversion. -/
theorem star_map_eq {B : Type*} [Ring B] [StarRing B] [Algebra ℚ B] (φ : QS3 →ₐ[ℚ] B)
    (hφ : ∀ g, star (φ (perm g)) * φ (perm g) = 1) (x : QS3) :
    star (φ x) = φ (inversion x) := by
  induction x using MonoidAlgebra.induction_on
  · rename_i g
    change star (φ (perm g)) = φ (inversion (perm g))
    have hr : φ (perm g) * φ (perm g⁻¹) = 1 := by
      rw [← map_mul φ, ← map_mul perm, mul_inv_cancel, map_one, map_one]
    rw [inversion_perm]
    exact left_inv_eq_right_inv (hφ g) hr
  · rename_i x y hx hy
    simp only [map_add, star_add, hx, hy]
  · rename_i r x hx
    simp only [map_smul, star_rat_smul, hx]
```

Putting \(x=e_t\) and using \(\iota(e_t)=e_t\) gives \(\varphi(e_t)^\dagger=\varphi(e_t)\).

```lean
/-- In a representation where every permutation acts as a unitary element, the four projectors
are represented by self-adjoint elements. -/
theorem projector_selfAdjoint {B : Type*} [Ring B] [StarRing B] [Algebra ℚ B]
    (φ : QS3 →ₐ[ℚ] B) (hφ : ∀ g, star (φ (perm g)) * φ (perm g) = 1) (t : Tableau) :
    star (φ (projector t)) = φ (projector t) := by
  rw [star_map_eq φ hφ, projector_resolution.2.2 t]

end

end HermitianYoungProjectors
```

```lean
#print axioms HermitianYoungProjectors.projector_resolution
#print axioms HermitianYoungProjectors.young_idempotent_not_fixed
#print axioms HermitianYoungProjectors.young_same_ideal
#print axioms HermitianYoungProjectors.projector_selfAdjoint
```

```
'HermitianYoungProjectors.projector_resolution' depends on axioms: [propext, Classical.choice, Quot.sound]
'HermitianYoungProjectors.young_idempotent_not_fixed' depends on axioms: [propext, Classical.choice, Quot.sound]
'HermitianYoungProjectors.young_same_ideal' depends on axioms: [propext, Classical.choice, Quot.sound]
'HermitianYoungProjectors.projector_selfAdjoint' depends on axioms: [propext, Classical.choice, Quot.sound]
```

Unitarity matters here. Send every even permutation to the identity and every odd one to

\[
T=\begin{pmatrix}1&1\\0&-1\end{pmatrix},\qquad T^2=1.
\]

This is a representation, but \(T\) is not unitary. The row projector becomes

\[
\tfrac12(1+T)=\begin{pmatrix}1&\tfrac12\\0&0\end{pmatrix},
\]

which is idempotent but not self-adjoint. A similar situation can arise when permutations are written as matrices in a non-orthogonal basis and the plain conjugate transpose is taken for the adjoint.

In a program that stores a three-particle wavefunction as an array `psi` with one axis per particle, in an orthonormal one-particle basis, an exchange swaps two axes and is unitary:

```python
def S(x, i, j): return (x + np.swapaxes(x, i, j)) / 2
def A(x, i, j): return (x - np.swapaxes(x, i, j)) / 2

hook01 = 4/3 * S(A(S(psi, 0, 1), 0, 2), 0, 1)
```

The four components obtained in this way are orthogonal, and their squared norms add up to that of `psi`, which makes a convenient check. Leaving out the inner `S` applies \(Y\) instead, an oblique projection that can lengthen a vector. If `psi` is the complete wavefunction of three electrons, with spin included, it is antisymmetric and only its column component is nonzero; the hooks are of use for spin functions or spatial functions taken separately.

The theorems concern three particles only. They give no construction for larger numbers, and they do not address whether the projectors could be split further within the algebra.
